# The bonding state of a double delta well has a decay constant between one and two times that of a single well

For one particle in one dimension, bound by two equal attractive delta wells a distance `R` apart, the even (bonding) state falls off outside the wells with a decay constant `k` that obeys `k = a * (1 + Real.exp (-(k * R)))`, where `a` is the decay constant for one well alone. The declaration takes this equation as a hypothesis, with `a` and `R` positive, and states that any real `k` satisfying it lies strictly between `a` and `2 * a`. It does not derive the equation from a Hamiltonian, nor does it show that a solution exists. The attempt gets the lower bound from the positivity of the exponential, then shows that the exponential is less than 1 and deduces the upper bound.

The first attempt, which Lean rejects:

```lean
import Mathlib

open Set Filter Topology

namespace DoubleDeltaBonding

noncomputable section

/-- Every solution of the bonding condition lies strictly between `a` and `2a`. -/
theorem decay_window {a R k : ℝ} (ha : 0 < a) (hR : 0 < R)
    (hk : k = a * (1 + Real.exp (-(k * R)))) : a < k ∧ k < 2 * a := by
  have h1 : a < k := by nlinarith [mul_pos ha (Real.exp_pos (-(k * R)))]
  have h2 : Real.exp (-(k * R)) < 1 :=
    Real.exp_lt_one (by have := mul_pos (ha.trans h1) hR; linarith)
  exact ⟨h1, by nlinarith [mul_lt_mul_of_pos_left h2 ha]⟩

end

end DoubleDeltaBonding
```

The error:

```
Main.lean:14:4: error(lean.unknownIdentifier): Unknown constant `Real.exp_lt_one`
```

The message says that Lean found no constant called `Real.exp_lt_one` in the Mathlib it was using. The name was called on to prove `h2`, that `Real.exp (-(k * R))` is less than 1. The fact is true, but with no lemma behind the name, the term given for `h2` could not be elaborated.

The repair uses `Real.exp_lt_one_iff`, which says that the exponential of a real number is less than 1 if and only if that number is negative. The `.2` picks the direction from right to left, so what remains to be shown is that `-(k * R)` is negative. The argument in brackets, which is unchanged, does this: `ha.trans h1` gives that `k` is positive, `mul_pos` gives that `k * R` is positive, and `linarith` finishes.

This version goes through:

```diff
@@ -12,5 +12,5 @@
   have h1 : a < k := by nlinarith [mul_pos ha (Real.exp_pos (-(k * R)))]
   have h2 : Real.exp (-(k * R)) < 1 :=
-    Real.exp_lt_one (by have := mul_pos (ha.trans h1) hR; linarith)
+    Real.exp_lt_one_iff.2 (by have := mul_pos (ha.trans h1) hR; linarith)
   exact ⟨h1, by nlinarith [mul_lt_mul_of_pos_left h2 ha]⟩
 
```
